# The rate of change of a density functional as a real orbital moves on a finite grid

A real orbital on a finite grid has as its density the square of its value at each point, and it need not be normalised. Let W be a real-valued functional of the density that is differentiable at the density of the orbital c(t), with gradient v, called the potential. If the orbital has velocity d at t, the lemma says that W of its density changes there at the rate 2 ∑ v c d, a plain sum over the grid points. The attempt finds the rate of change of the density by the product rule at each point, then applies the chain rule to W and simplifies the sum.

In Lean, a first try:

```lean
import Mathlib

open Finset

namespace PerdewZungerLocalisation

noncomputable section

variable {G ι : Type*} [Fintype G] [Fintype ι] [DecidableEq ι]

/-- The density of a real orbital on the grid. -/
def density (a : G → ℝ) : G → ℝ := fun x => a x ^ 2

/-- The functional `W` is differentiable at the density `n`, and its gradient there is the
potential `v`. -/
def HasPotential (W : (G → ℝ) → ℝ) (v n : G → ℝ) : Prop :=
  HasFDerivAt W (∑ x, v x • (ContinuousLinearMap.proj x : (G → ℝ) →L[ℝ] ℝ)) n

/-- When an orbital `c` moves with velocity `d`, the functional `W` of its density changes at
the rate `2 ∑ v c d`, where `v` is the potential. -/
theorem hasDerivAt_orbital_functional {W : (G → ℝ) → ℝ} {v d : G → ℝ} {c : ℝ → G → ℝ} {t : ℝ}
    (hW : HasPotential W v (density (c t))) (hc : HasDerivAt c d t) :
    HasDerivAt (fun s => W (density (c s))) (2 * ∑ x, v x * (c t x * d x)) t := by
  -- the density changes at the rate 2 c d at each grid point
  have hn : HasDerivAt (fun s => density (c s)) (fun x => 2 * (c t x * d x)) t := by
    refine hasDerivAt_pi.2 fun x => ?_
    have hx := hasDerivAt_pi.1 hc x
    simp only [density, pow_two]
    exact (hx.fun_mul hx).congr_deriv (by ring)
  have h := HasFDerivAt.comp_hasDerivAt t hW hn
  refine h.congr_deriv ?_
  simp only [ContinuousLinearMap.sum_apply, ContinuousLinearMap.smul_apply,
    ContinuousLinearMap.proj_apply, smul_eq_mul, Finset.mul_sum]
  exact Finset.sum_congr rfl fun x _ => by ring

end

end PerdewZungerLocalisation
```

The compiler's answer:

```
Main.lean:30:42: error: Application type mismatch: The argument
  hW
has type
  HasPotential W v (density (c t))
but is expected to have type
  HasFDerivAt ?m.126 ?m.127 (?m.124 t)
in the application
  HasFDerivAt.comp_hasDerivAt t hW
Main.lean:23:80: error: unsolved goals
G : Type u_1
inst✝ : Fintype G
W : (G → ℝ) → ℝ
v d : G → ℝ
c : ℝ → G → ℝ
t : ℝ
hW : HasPotential W v (density (c t))
hc : HasDerivAt c d t
hn : HasDerivAt (fun s => density (c s)) (fun x => 2 * (c t x * d x)) t
⊢ HasDerivAt (fun s => W (density (c s))) (2 * ∑ x, v x * (c t x * d x)) t
```

Cause. The chain rule `HasFDerivAt.comp_hasDerivAt` needs a `HasFDerivAt` hypothesis, and it was given `hW`, whose type is written `HasPotential W v (density (c t))`. `HasPotential` is defined as just such a statement, but Lean failed to match the two while the function, its derivative and the inner curve were still unknown, as the `?m` entries show. The second message follows from the first: the proof stopped before `h` existed, so the theorem's own goal was left open.

The repair writes out the definition in full as the type of `hW'`. With nothing left to infer, Lean accepts `hW` as its proof, and the chain rule then receives a hypothesis in the form it expects.

The diff also changes two lemma names in the `simp only` call. No message concerns them, since Lean never reached that line, so the messages don't show whether the old names would have worked. The prefix in `_root_.sum_apply` keeps it apart from `Finset.sum_apply`, which `open Finset` also makes available under the short name.

This version goes through:

```diff
@@ -28,7 +28,9 @@
     simp only [density, pow_two]
     exact (hx.fun_mul hx).congr_deriv (by ring)
-  have h := HasFDerivAt.comp_hasDerivAt t hW hn
+  have hW' : HasFDerivAt W
+      (∑ x, v x • (ContinuousLinearMap.proj x : (G → ℝ) →L[ℝ] ℝ)) (density (c t)) := hW
+  have h := hW'.comp_hasDerivAt t hn
   refine h.congr_deriv ?_
-  simp only [ContinuousLinearMap.sum_apply, ContinuousLinearMap.smul_apply,
+  simp only [_root_.sum_apply, smul_apply,
     ContinuousLinearMap.proj_apply, smul_eq_mul, Finset.mul_sum]
   exact Finset.sum_congr rfl fun x _ => by ring
```
